# Symmetry of a finite plane-wave density as a phase relation between its coefficients

Positions and wave vectors are taken here from one and the same real inner product space $E$, and $G\cdot x$ is its inner product. For a crystal this means that $G$ is a Cartesian wave vector with the factor $2\pi$ already included, and that a single orthogonal map $R$ acts on positions and wave vectors alike. No lattice is assumed. The wave vectors form an arbitrary finite set $S$, and the density is

$$\rho(x)=\sum_{G\in S}c_G\,e^{iG\cdot x},\qquad c_G\in\mathbb C .$$

If $R$ maps $S$ into itself and $t$ is a fixed shift, then $\rho(Rx+t)=\rho(x)$ for all $x$ exactly when $c_{RG}=c_G\,e^{-iRG\cdot t}$ for every $G\in S$. For a density expanded in finitely many plane waves, this is what a space-group operation means in reciprocal space, and it lets an electronic-structure calculation obtain the coefficients at symmetry-related wave vectors from one of them.

The space `E` may have any dimension; $\mathbb R^n$ with its usual scalar product is the textbook case.

```lean
import Mathlib

open Complex

namespace PlaneWaveSymmetry

noncomputable section

variable {E : Type*} [NormedAddCommGroup E] [InnerProductSpace ℝ E]
```

## Plane waves and the density

The plane wave with wave vector $G$ has the value $e^{iG\cdot x}$ at $x$. In Lean, `inner ℝ G x` is the real number $G\cdot x$, which is then read as a complex number inside the exponential.

```lean
/-- The plane wave `exp(i G·x)` with wave vector `G` at the position `x`. -/
def planeWave (G x : E) : ℂ :=
  Complex.exp (I * ((inner ℝ G x : ℝ) : ℂ))
```

The set $S$ is a `Finset E`. The coefficients are a function `c : E → ℂ` on the whole space, but the density uses only its values on $S$. They are complex and otherwise free: the condition $c_{-G}=c_G^*$, which makes a density real when $S$ contains $-G$ along with each $G$, is not imposed. Nor is there a normalisation, a positivity condition or a Hamiltonian from which $\rho$ would come.

```lean
/-- The density `ρ(x) = ∑ c_G exp(i G·x)`, summed over the finite set `S` of wave vectors. -/
def density (S : Finset E) (c : E → ℂ) (x : E) : ℂ :=
  ∑ G ∈ S, c G * planeWave G x
```

## What a shift and a rotation do to one plane wave

Since $G\cdot(x+y)=G\cdot x+G\cdot y$, the exponential factorises:

$$e^{iG\cdot(x+y)}=e^{iG\cdot x}\,e^{iG\cdot y}.$$

A shift of the position therefore costs only a phase factor. The proof rewrites with the same two rules, linearity of the inner product and the addition law of the exponential.

```lean
/-- A shift of the position multiplies a plane wave by a phase factor. -/
theorem planeWave_add (G x y : E) :
    planeWave G (x + y) = planeWave G x * planeWave G y := by
  simp only [planeWave, inner_add_right, Complex.ofReal_add, mul_add, Complex.exp_add]
```

An orthogonal map preserves inner products, $RG\cdot Rx=G\cdot x$, so

$$e^{iRG\cdot Rx}=e^{iG\cdot x}.$$

The type `E ≃ₗᵢ[ℝ] E` consists of the invertible linear maps that preserve length. It contains proper rotations, reflections and the inversion.

```lean
/-- Rotating wave vector and position together leaves the plane wave unchanged. -/
theorem planeWave_rotate (R : E ≃ₗᵢ[ℝ] E) (G x : E) :
    planeWave (R G) (R x) = planeWave G x := by
  simp only [planeWave, LinearIsometryEquiv.inner_map_map]
```

## Comparing coefficients without a unit cell

For wave vectors on a reciprocal lattice, one would extract $c_G$ by integrating $\rho(x)e^{-iG\cdot x}$ over a unit cell. The plane waves of an arbitrary finite set $S$ need not have a common period, so coefficients are compared here by an algebraic argument. It starts from the fact that different wave vectors give different functions.

Let $G\neq H$ and put

$$x=\frac{\pi}{|G-H|^2}\,(G-H).$$

Then $(G-H)\cdot x=\pi$, hence $e^{iG\cdot x}=e^{i\pi}e^{iH\cdot x}=-e^{iH\cdot x}$. If the two plane waves were the same function, this would give $2e^{iH\cdot x}=0$, which is impossible because an exponential never vanishes. The code builds the same point $x$, and its last line divides by the factor 2.

```lean
/-- Plane waves with different wave vectors are different functions of position. -/
theorem planeWave_injective : Function.Injective (planeWave : E → E → ℂ) := by
  intro G H h
  by_contra hne
  have hd : (inner ℝ (G - H) (G - H) : ℝ) ≠ 0 :=
    inner_self_ne_zero.2 (sub_ne_zero.2 hne)
  -- along G - H there is a point where the two phases differ by π
  obtain ⟨x, hx⟩ : ∃ x : E, (inner ℝ (G - H) x : ℝ) = Real.pi :=
    ⟨(Real.pi / inner ℝ (G - H) (G - H)) • (G - H), by
      rw [real_inner_smul_right, div_mul_cancel₀ _ hd]⟩
  have hG : (inner ℝ G x : ℝ) = inner ℝ H x + Real.pi := by
    rw [inner_sub_left] at hx
    linarith
  have h1 := congrFun h x
  unfold planeWave at h1
  rw [hG, Complex.ofReal_add, mul_add, Complex.exp_add,
    mul_comm I (Real.pi : ℂ), Complex.exp_pi_mul_I] at h1
  exact Complex.exp_ne_zero (I * ((inner ℝ H x : ℝ) : ℂ))
    (by linear_combination (-1 / 2 : ℂ) * h1)
```

By the shift rule, $x\mapsto e^{iG\cdot x}$ turns sums of positions into products of numbers, and it equals 1 at $x=0$. Such a function is a character of the translation group. `Multiplicative E` is the space $E$ with its addition written as a multiplication, which is the form in which Mathlib states its theorem on characters.

```lean
/-- The plane wave as a character of the group of translations. -/
def planeWaveChar (G : E) : Multiplicative E →* ℂ where
  toFun x := planeWave G x.toAdd
  map_one' := by simp [planeWave]
  map_mul' x y := planeWave_add G x.toAdd y.toAdd
```

Different characters are linearly independent. Suppose that $\sum_G a_G e^{iG\cdot x}=0$ for all $x$, with as few nonzero coefficients as a nontrivial relation allows. There are at least two of them, since a single plane wave is nowhere zero. Pick two of the wave vectors that occur, $G_0\ne H_0$, and a point $y$ with $e^{iG_0\cdot y}\neq e^{iH_0\cdot y}$. Replace $x$ by $x+y$ and subtract $e^{iG_0\cdot y}$ times the original relation:

$$\sum_G a_G\left(e^{iG\cdot y}-e^{iG_0\cdot y}\right)e^{iG\cdot x}=0 .$$

The term $G_0$ has gone and the term $H_0$ has survived, so this is a shorter nontrivial relation, a contradiction.

Now let two densities on $S$, with coefficients $a_G$ and $b_G$, agree everywhere. Their difference is $\sum_{G\in S}(a_G-b_G)e^{iG\cdot x}=0$, and independence gives $a_G=b_G$ on $S$. The converse is immediate. In the code `linearIndependent_monoidHom` supplies the independence of characters, `hinj` passes on that different $G$ give different characters, and the rest writes the difference of the densities as one sum.

```lean
/-- Two densities on the same finite set of wave vectors agree everywhere exactly when
their coefficients agree on that set. -/
theorem density_eq_iff (S : Finset E) (a b : E → ℂ) :
    (∀ x, density S a x = density S b x) ↔ ∀ G ∈ S, a G = b G := by
  constructor
  · intro hab G hG
    have hinj : Function.Injective (planeWaveChar : E → Multiplicative E →* ℂ) := by
      intro G H h
      apply planeWave_injective
      funext x
      exact DFunLike.congr_fun h (Multiplicative.ofAdd x)
    -- distinct characters are linearly independent
    have hli := (linearIndependent_monoidHom (Multiplicative E) ℂ).comp planeWaveChar hinj
    refine sub_eq_zero.1 (linearIndependent_iff'.1 hli S (fun G => a G - b G) ?_ G hG)
    funext x
    simp only [Finset.sum_apply, Pi.smul_apply, smul_eq_mul, Function.comp_apply,
      Pi.zero_apply]
    change ∑ G ∈ S, (a G - b G) * planeWave G x.toAdd = 0
    simp only [sub_mul, Finset.sum_sub_distrib]
    exact sub_eq_zero.2 (hab x.toAdd)
  · intro h x
    exact Finset.sum_congr rfl fun G hG => by rw [h G hG]
```

## The coefficients of the moved density

The map $R$ is injective and sends the finite set $S$ into itself, so it permutes $S$. The sum may therefore be relabelled by replacing $G$ with $RG$:

$$\begin{aligned}
\rho(Rx+t)&=\sum_{G\in S}c_G\,e^{iG\cdot(Rx+t)}
=\sum_{G\in S}c_{RG}\,e^{iRG\cdot Rx}\,e^{iRG\cdot t}\\
&=\sum_{G\in S}\left(c_{RG}\,e^{iRG\cdot t}\right)e^{iG\cdot x}.
\end{aligned}$$

The moved density lives on the same wave vectors, with coefficients $c_{RG}\,e^{iRG\cdot t}$. The hypothesis `hS` says that $RG\in S$ whenever $G\in S$. From it, `hmap` derives that the image of $S$ under $R$ is $S$ itself, by counting elements. The `calc` block then carries out the relabelling and applies the two rules for a single plane wave.

```lean
/-- If `R` maps the finite set `S` into itself, the density at `R x + t` is a density in `x`
on the same set, with coefficients `c_(RG) exp(i RG·t)`. -/
theorem density_moved (R : E ≃ₗᵢ[ℝ] E) (t : E) {S : Finset E}
    (hS : ∀ G ∈ S, R G ∈ S) (c : E → ℂ) (x : E) :
    density S c (R x + t) = density S (fun G => c (R G) * planeWave (R G) t) x := by
  -- an injective map of a finite set into itself is a permutation
  have hmap : S.map ⟨R, R.injective⟩ = S := by
    refine Finset.eq_of_subset_of_card_le (fun G hG => ?_) (by rw [Finset.card_map])
    obtain ⟨H, hH, rfl⟩ := Finset.mem_map.1 hG
    exact hS H hH
  calc density S c (R x + t)
      = ∑ G ∈ S.map ⟨R, R.injective⟩, c G * planeWave G (R x + t) := by
        rw [hmap, density]
    _ = density S (fun G => c (R G) * planeWave (R G) t) x := by
        rw [Finset.sum_map, density]
        refine Finset.sum_congr rfl fun G _ => ?_
        change c (R G) * planeWave (R G) (R x + t)
          = c (R G) * planeWave (R G) t * planeWave G x
        rw [planeWave_add, planeWave_rotate]
        ring
```

A plane-wave calculation meets this formula when it symmetrises the density. A density summed over a symmetry-reduced set of $k$ points does not in general have the full symmetry of the crystal. Averaging it over $N$ operations $(R_j,t_j)$, one for each class of the space group modulo lattice translations, restores that symmetry, and in reciprocal space the average reads

$$\bar c_G=\frac1N\sum_{j=1}^{N}c_{R_jG}\,e^{iR_jG\cdot t_j}.$$

The condition on $S$ is met by a cutoff sphere $|G|\le G_{\max}$ in the reciprocal lattice, because each $R_j$ preserves both lengths and the lattice. An FFT grid with an even number $M$ of points along an axis, indexed from $-M/2$ to $M/2-1$, is not mapped into itself by the inversion.

## The phase relation

Invariance says that the moved density and the original one agree at every $x$. Both are densities on $S$, so their coefficients can be compared:

$$c_{RG}\,e^{iRG\cdot t}=c_G\quad\Longleftrightarrow\quad c_{RG}=c_G\,e^{-iRG\cdot t}\qquad(G\in S).$$

The theorem states this equivalence for one operation $x\mapsto Rx+t$ at a time. The convention matters for the phase: the operation acts on the argument of $\rho$, and the exponent contains the rotated vector $RG$. Stability of $S$ ensures that $c_{RG}$ is a coefficient that the density actually uses. The proof rewrites the left side with `density_moved`, compares coefficients with `density_eq_iff`, and moves the nonzero phase factor to the other side.

```lean
/-- Let the orthogonal map `R` send the finite set `S` into itself. The density is invariant
under `x ↦ R x + t` if and only if `c_(RG) = c_G exp(-i RG·t)` for every `G` in `S`. -/
theorem density_invariant_iff (R : E ≃ₗᵢ[ℝ] E) (t : E) {S : Finset E}
    (hS : ∀ G ∈ S, R G ∈ S) (c : E → ℂ) :
    (∀ x, density S c (R x + t) = density S c x) ↔
      ∀ G ∈ S, c (R G) = c G * Complex.exp (-(I * ((inner ℝ (R G) t : ℝ) : ℂ))) := by
  simp only [density_moved R t hS c]
  rw [density_eq_iff]
  refine forall₂_congr fun G _ => ?_
  change c (R G) * Complex.exp (I * ((inner ℝ (R G) t : ℝ) : ℂ)) = c G ↔ _
  rw [Complex.exp_neg, ← div_eq_mul_inv, eq_div_iff (Complex.exp_ne_zero _)]
```

A twofold screw axis along $b$ in a monoclinic crystal gives a concrete case. Take $R$ as the rotation by $\pi$ about $b$ and $t=b/2$, and label $G$ by its Miller indices $hkl$. Then $RG$ has the indices $\bar h k\bar l$, and $RG\cdot t=\pi k$, so the relation becomes

$$c_{\bar h k\bar l}=(-1)^k\,c_{hkl}.$$

A program that stores $c_{hkl}$ gets its partner by a change of sign or by a plain copy.

## Equal moduli

The phase factor has modulus 1, so an invariant density satisfies

$$|c_{RG}|=|c_G|\,\left|e^{-iRG\cdot t}\right|=|c_G| .$$

Here invariance is the hypothesis `hinv`. The step `hphase` only brings the exponent into the form "real number times $i$", for which Mathlib knows the modulus.

```lean
/-- In a density invariant under `x ↦ R x + t`, on a finite set `S` that `R` maps into itself,
the coefficients at `G` and `R G` have equal modulus for every `G` in `S`. -/
theorem norm_coeff_eq (R : E ≃ₗᵢ[ℝ] E) (t : E) {S : Finset E}
    (hS : ∀ G ∈ S, R G ∈ S) (c : E → ℂ)
    (hinv : ∀ x, density S c (R x + t) = density S c x) {G : E} (hG : G ∈ S) :
    ‖c (R G)‖ = ‖c G‖ := by
  have hphase : -(I * ((inner ℝ (R G) t : ℝ) : ℂ))
      = ((-(inner ℝ (R G) t) : ℝ) : ℂ) * I := by
    push_cast
    ring
  rw [(density_invariant_iff R t hS c).1 hinv G hG, norm_mul, hphase,
    Complex.norm_exp_ofReal_mul_I, mul_one]
```

## Systematic absences

Suppose that $R$ leaves a particular $G\in S$ fixed, $RG=G$. The phase relation then connects $c_G$ with itself:

$$c_G\,e^{iG\cdot t}=c_G .$$

If $e^{iG\cdot t}\neq1$, it follows that $c_G=0$, whatever the invariant density looks like otherwise. This is a systematic absence.

For the other direction, let $e^{iG\cdot t}=1$. Choose the coefficient 1 at $G$ and 0 at every other wave vector. The phase relation holds at $G$ because the phase is 1. At any $H\neq G$ in $S$ it reads $0=0$, since $RH=G=RG$ would force $H=G$. So the single plane wave $e^{iG\cdot x}$ is an invariant density with $c_G=1$, and symmetry under this operation does not force the coefficient to vanish.

The theorem combines both directions: $c_G=0$ in every invariant density on $S$ if and only if $e^{iG\cdot t}\neq1$. "Every density" appears as a quantifier over all coefficient functions `c`. The single plane wave is complex unless $G=0$; when $-G$ also belongs to $S$, the real function $\cos(G\cdot x)$ would serve the same purpose.

```lean
/-- Systematic absences: let `R` map the finite set `S` into itself and fix `G` in `S`. The
coefficient at `G` vanishes in every density on `S` invariant under `x ↦ R x + t` if and only
if `exp(i G·t) ≠ 1`. -/
theorem systematic_absence_iff (R : E ≃ₗᵢ[ℝ] E) (t : E) {S : Finset E}
    (hS : ∀ G ∈ S, R G ∈ S) {G : E} (hG : G ∈ S) (hfix : R G = G) :
    (∀ c : E → ℂ, (∀ x, density S c (R x + t) = density S c x) → c G = 0) ↔
      planeWave G t ≠ 1 := by
  classical
  constructor
  · intro h ht
    -- the single plane wave G is an invariant density
    have h1 := h (fun H => if H = G then 1 else 0)
      ((density_invariant_iff R t hS _).2 fun H _ => by
        by_cases hH : H = G
        · rw [hH, hfix, if_pos rfl, one_mul, Complex.exp_neg]
          change (1 : ℂ) = (planeWave G t)⁻¹
          rw [ht, inv_one]
        · have hR : R H ≠ G := fun e => hH (R.injective (e.trans hfix.symm))
          rw [if_neg hR, if_neg hH, zero_mul])
    simp at h1
  · intro ht c hinv
    have h := (density_invariant_iff R t hS c).1 hinv G hG
    rw [hfix, Complex.exp_neg, ← div_eq_mul_inv, eq_div_iff (Complex.exp_ne_zero _)] at h
    have h2 : c G * planeWave G t = c G := h
    by_contra hc
    exact ht (mul_left_cancel₀ hc (h2.trans (mul_one _).symm))
```

The familiar absences of twofold screw axes and glide planes belong to the case in which $G\cdot t$ is an odd multiple of $\pi$. For an integer $k$,

$$G\cdot t=(2k+1)\pi\quad\Longrightarrow\quad e^{iG\cdot t}=e^{i\pi}\,e^{2\pi ik}=-1\neq1,$$

and so $c_G=0$. The code splits the exponent in the same way, finds the value $-1$ and applies the absence rule.

For the screw axis above, the wave vectors fixed by $R$ are those with indices $0k0$, where $k$ is now the Miller index. They have $G\cdot t=\pi k$, so their coefficients vanish for odd $k$. For a glide plane perpendicular to $b$ with $t=c/2$, where $c$ is the third lattice vector, the fixed wave vectors are $h0l$ and their coefficients vanish for odd $l$. In a symmetrised density these entries are zero, however the atoms are arranged within the symmetry.

```lean
/-- Let `R` map the finite set `S` into itself and fix `G` in `S`, and let `G·t` be an odd
multiple of `π`. Then the coefficient at `G` vanishes in a density invariant under
`x ↦ R x + t`. -/
theorem odd_reflection_absent (R : E ≃ₗᵢ[ℝ] E) (t : E) {S : Finset E}
    (hS : ∀ G ∈ S, R G ∈ S) (c : E → ℂ)
    (hinv : ∀ x, density S c (R x + t) = density S c x)
    {G : E} (hG : G ∈ S) (hfix : R G = G) (k : ℤ)
    (ht : (inner ℝ G t : ℝ) = (2 * k + 1) * Real.pi) : c G = 0 := by
  refine (systematic_absence_iff R t hS hG hfix).2 ?_ c hinv
  have hphase : I * (((2 * k + 1) * Real.pi : ℝ) : ℂ)
      = Real.pi * I + k * (2 * Real.pi * I) := by
    push_cast
    ring
  have hval : planeWave G t = -1 := by
    rw [planeWave, ht, hphase, Complex.exp_add, Complex.exp_pi_mul_I,
      Complex.exp_int_mul_two_pi_mul_I, mul_one]
  rw [hval]
  norm_num

end

end PlaneWaveSymmetry
```

```lean
#print axioms PlaneWaveSymmetry.planeWave_add
-- 'PlaneWaveSymmetry.planeWave_add' depends on axioms: [propext, Classical.choice, Quot.sound]
#print axioms PlaneWaveSymmetry.norm_coeff_eq
-- 'PlaneWaveSymmetry.norm_coeff_eq' depends on axioms: [propext, Classical.choice, Quot.sound]
#print axioms PlaneWaveSymmetry.odd_reflection_absent
-- 'PlaneWaveSymmetry.odd_reflection_absent' depends on axioms: [propext, Classical.choice, Quot.sound]
```
